# Sublattice signs of thermal transverse correlations in spin-1/2 systems with unfrustrated XY exchange

Two spins 1/2 with $H=J(S^x_0S^x_1+S^y_0S^y_1)$ and $J>0$ have $\mathrm{Tr}[e^{-\beta H}(S^x_0S^x_1+S^y_0S^y_1)]=-\sinh(\beta J/2)\le 0$ at every inverse temperature $\beta\ge 0$, and reversing the sign of the basis state $|{\uparrow\downarrow}\rangle$ makes every matrix element of $-H$ nonnegative. For $N$ spins with XY couplings $J_{ij}$ and otherwise only terms diagonal in the $S^z$ basis, a similar change of signs of the basis states fixes the sign of every nonvanishing thermal correlation $\langle S^x_iS^x_j+S^y_iS^y_j\rangle$ with $i\ne j$, whenever site signs $e_i=\pm1$ exist with $e_ie_jJ_{ij}\le 0$ for all pairs.

```lean
import Mathlib

open Matrix Finset
open scoped ComplexOrder

namespace TransverseCorrelationSigns

noncomputable section

/-- A configuration of `N` spins 1/2 along the z axis; `true` is up. -/
abbrev Config (N : ℕ) := Fin N → Bool

variable {N : ℕ}

/-- The configuration with spin `i` reversed. -/
def flipSpin (i : Fin N) (σ : Config N) : Config N := Function.update σ i (!σ i)

/-- The spin operator `Sx` at site `i`. -/
def spinX (i : Fin N) : Matrix (Config N) (Config N) ℂ :=
  Matrix.of fun σ τ => if τ = flipSpin i σ then 1 / 2 else 0

/-- The spin operator `Sy` at site `i`. -/
def spinY (i : Fin N) : Matrix (Config N) (Config N) ℂ :=
  Matrix.of fun σ τ => if τ = flipSpin i σ then
    (if σ i = true then -Complex.I / 2 else Complex.I / 2) else 0

/-- The transverse exchange operator `SxSx + SySy` of sites `i` and `j`. -/
def exchange (i j : Fin N) : Matrix (Config N) (Config N) ℂ :=
  spinX i * spinX j + spinY i * spinY j

/-- Transverse couplings `J i j` on the pairs `i < j`, plus a real diagonal matrix `V`. -/
def hamiltonian (J : Fin N → Fin N → ℝ) (V : Config N → ℝ) : Matrix (Config N) (Config N) ℂ :=
  ∑ i, ∑ j ∈ Finset.Ioi i, (J i j : ℂ) • exchange i j + diagonal fun σ => (V σ : ℂ)

/-- The sign of a configuration: the product of `e k` over the up spins. -/
def configSign (e : Fin N → ℝ) (σ : Config N) : ℝ := ∏ k, if σ k = true then e k else 1

/-- All matrix elements are real and nonnegative once basis state `σ` is multiplied by `s σ`. -/
def SignedNonneg {α : Type*} (s : α → ℝ) (A : Matrix α α ℂ) : Prop :=
  ∀ σ τ, 0 ≤ ((s σ * s τ : ℝ) : ℂ) * A σ τ

/-- For two different sites, `SxSx + SySy` exchanges antiparallel spins with amplitude 1/2
and annihilates parallel ones. -/
theorem exchange_apply {i j : Fin N} (hij : i ≠ j) (σ τ : Config N) : exchange i j σ τ =
    if τ = flipSpin j (flipSpin i σ) ∧ σ i ≠ σ j then 1 / 2 else 0 := by
  have hj' : flipSpin i σ j = σ j := by rw [flipSpin, Function.update_of_ne hij.symm]
  simp only [exchange, Matrix.add_apply, Matrix.mul_apply, spinX, spinY, Matrix.of_apply,
    ite_mul, zero_mul, Finset.sum_ite_eq', Finset.mem_univ, if_true, hj']
  by_cases hτ : τ = flipSpin j (flipSpin i σ)
  · subst hτ
    cases hi : σ i <;> cases hj : σ j <;>
      simp only [reduceIte, Bool.false_eq_true, ne_eq, not_true_eq_false, not_false_eq_true,
        and_true, and_false, reduceCtorEq] <;>
      first
        | linear_combination (1 / 4 : ℂ) * Complex.I_sq
        | linear_combination (-1 / 4 : ℂ) * Complex.I_sq
  · simp [hτ]

/-- For signs `e = ±1`, the sign of every configuration is `±1`. -/
theorem configSign_sq {e : Fin N → ℝ} (he : ∀ k, e k ^ 2 = 1) (σ : Config N) :
    configSign e σ ^ 2 = 1 := by
  unfold configSign
  rw [← Finset.prod_pow]
  refine Finset.prod_eq_one fun k _ => ?_
  split_ifs
  · exact he k
  · norm_num

/-- For signs `e = ±1`, the signs before and after reversing spin `i` have product `e i`. -/
theorem configSign_flip {e : Fin N → ℝ} (he : ∀ k, e k ^ 2 = 1) (i : Fin N) (σ : Config N) :
    configSign e σ * configSign e (flipSpin i σ) = e i := by
  unfold configSign
  rw [← Finset.prod_mul_distrib, Finset.prod_eq_single i]
  · cases h : σ i <;> simp [flipSpin, h]
  · intro k _ hk
    rw [flipSpin, Function.update_of_ne hk]
    split_ifs
    · linear_combination he k
    · norm_num
  · simp

/-- For signs `s = ±1`, nonnegativity after the sign change survives matrix products. -/
theorem SignedNonneg.mul {α : Type*} [Fintype α] {s : α → ℝ} (hs : ∀ σ, s σ ^ 2 = 1)
    {A B : Matrix α α ℂ} (hA : SignedNonneg s A) (hB : SignedNonneg s B) :
    SignedNonneg s (A * B) := by
  intro σ τ
  rw [Matrix.mul_apply, Finset.mul_sum]
  refine Finset.sum_nonneg fun ρ _ => ?_
  have h : (s ρ : ℂ) ^ 2 = 1 := by exact_mod_cast hs ρ
  convert mul_nonneg (hA σ ρ) (hB ρ τ) using 1
  push_cast
  linear_combination (-((s σ : ℂ) * s τ * A σ ρ * B ρ τ)) * h

/-- For signs `s = ±1`, nonnegativity after the sign change survives the exponential. -/
theorem SignedNonneg.exp {α : Type*} [Fintype α] [DecidableEq α] {s : α → ℝ}
    (hs : ∀ σ, s σ ^ 2 = 1) {M : Matrix α α ℂ} (hM : SignedNonneg s M) :
    SignedNonneg s (NormedSpace.exp M) := by
  have hpow : ∀ n : ℕ, SignedNonneg s (M ^ n) := by
    intro n
    induction n with
    | zero =>
      intro σ τ
      rcases eq_or_ne σ τ with rfl | h
      · rw [pow_zero, Matrix.one_apply_eq, mul_one]
        exact Complex.zero_le_real.mpr (mul_self_nonneg _)
      · rw [pow_zero, Matrix.one_apply_ne h, mul_zero]
    | succ n ih => rw [pow_succ]; exact ih.mul hs hM
  have hexp : HasSum (fun n : ℕ => ((n.factorial : ℂ)⁻¹) • M ^ n) (NormedSpace.exp M) := by
    let : NormedRing (Matrix α α ℂ) := Matrix.linftyOpNormedRing
    let : NormedAlgebra ℂ (Matrix α α ℂ) := Matrix.linftyOpNormedAlgebra
    exact NormedSpace.exp_series_hasSum_exp' (𝕂 := ℂ) M
  intro σ τ
  -- read off one matrix element of the power series
  let g : Matrix α α ℂ →+ ℂ :=
    { toFun := fun A => ((s σ * s τ : ℝ) : ℂ) * A σ τ
      map_zero' := by simp
      map_add' := fun A B => by rw [Matrix.add_apply, mul_add] }
  have h := hexp.map g (continuous_const.mul (continuous_id.matrix_elem σ τ))
  have hterm : ∀ n : ℕ, 0 ≤ (g ∘ fun n : ℕ => ((n.factorial : ℂ)⁻¹) • M ^ n) n := by
    intro n
    have hf : (0 : ℂ) ≤ (((n.factorial : ℝ)⁻¹ : ℝ) : ℂ) :=
      Complex.zero_le_real.mpr (by positivity)
    convert mul_nonneg hf (hpow n σ τ) using 1
    change ((s σ * s τ : ℝ) : ℂ) * (((n.factorial : ℂ)⁻¹) • M ^ n) σ τ = _
    rw [Matrix.smul_apply, smul_eq_mul]
    push_cast
    ring
  have him := Complex.imCLM.hasSum h
  exact Complex.le_def.mpr
    ⟨hasSum_le (fun n => (Complex.le_def.mp (hterm n)).1) hasSum_zero (Complex.reCLM.hasSum h),
      le_antisymm (hasSum_le (fun n => (Complex.le_def.mp (hterm n)).2.le) hasSum_zero him)
        (hasSum_le (fun n => (Complex.le_def.mp (hterm n)).2.ge) him hasSum_zero)⟩

/-- For signs `s = ±1`, if `K` is nonnegative after the sign change, so is `exp (K + D)` for every
real diagonal matrix `D`. -/
theorem SignedNonneg.exp_add_diagonal {α : Type*} [Fintype α] [DecidableEq α] {s : α → ℝ}
    (hs : ∀ σ, s σ ^ 2 = 1) {K : Matrix α α ℂ} (hK : SignedNonneg s K) (v : α → ℝ) :
    SignedNonneg s (NormedSpace.exp (K + diagonal fun σ => (v σ : ℂ))) := by
  -- a constant shift `c` makes the diagonal nonnegative
  obtain ⟨c, hc⟩ : ∃ c : ℝ, ∀ σ, 0 ≤ v σ + c := ⟨∑ σ, |v σ|, fun σ => by
    have h1 : |v σ| ≤ ∑ τ, |v τ| := Finset.single_le_sum (f := fun τ => |v τ|)
      (fun τ _ => abs_nonneg (v τ)) (mem_univ σ)
    linarith [neg_abs_le (v σ)]⟩
  let M : Matrix α α ℂ := K + diagonal fun σ => ((v σ + c : ℝ) : ℂ)
  have hM : SignedNonneg s M := by
    intro σ τ
    change 0 ≤ ((s σ * s τ : ℝ) : ℂ) * (K σ τ + diagonal (fun σ => ((v σ + c : ℝ) : ℂ)) σ τ)
    rw [mul_add]
    refine add_nonneg (hK σ τ) ?_
    rcases eq_or_ne σ τ with rfl | h
    · rw [diagonal_apply_eq]
      exact mul_nonneg (Complex.zero_le_real.mpr (mul_self_nonneg _))
        (Complex.zero_le_real.mpr (hc σ))
    · rw [diagonal_apply_ne _ h, mul_zero]
  have hscalar : NormedSpace.exp (algebraMap ℂ (Matrix α α ℂ) (-(c : ℂ))) =
      algebraMap ℂ (Matrix α α ℂ) (Complex.exp (-(c : ℂ))) := by
    let : NormedRing (Matrix α α ℂ) := Matrix.linftyOpNormedRing
    let : NormedAlgebra ℂ (Matrix α α ℂ) := Matrix.linftyOpNormedAlgebra
    rw [Complex.exp_eq_exp_ℂ]
    exact (NormedSpace.algebraMap_exp_comm _).symm
  have hsplit : (K + diagonal fun σ => (v σ : ℂ)) =
      M + algebraMap ℂ (Matrix α α ℂ) (-(c : ℂ)) := by
    ext σ τ
    by_cases h : σ = τ
    · subst h
      simp [M, Matrix.algebraMap_matrix_apply, add_assoc]
    · simp [M, Matrix.algebraMap_matrix_apply, h]
  have hr : (0 : ℂ) ≤ Complex.exp (-(c : ℂ)) := by
    rw [← Complex.ofReal_neg, ← Complex.ofReal_exp]
    exact Complex.zero_le_real.mpr (Real.exp_pos (-c)).le
  -- undoing the shift costs only a positive factor
  rw [hsplit, Matrix.exp_add_of_commute _ _ (Algebra.commute_algebraMap_right _ _), hscalar,
    ← Algebra.commutes, ← Algebra.smul_def]
  intro σ τ
  convert mul_nonneg hr (hM.exp hs σ τ) using 1
  rw [Matrix.smul_apply, smul_eq_mul]
  ring

/-- For signs `e = ±1`, sites `i ≠ j` and real `c` with `e i * e j * c ≥ 0`, the operator
`c (SxSx + SySy)` is nonnegative after the sign change. -/
theorem exchange_signedNonneg {e : Fin N → ℝ} (he : ∀ k, e k ^ 2 = 1) {i j : Fin N}
    (hij : i ≠ j) {c : ℝ} (hc : 0 ≤ e i * e j * c) :
    SignedNonneg (configSign e) ((c : ℂ) • exchange i j) := by
  intro σ τ
  rw [Matrix.smul_apply, smul_eq_mul, exchange_apply hij]
  split_ifs with h
  · have hs : configSign e σ * configSign e τ = e i * e j := by
      rw [h.1]
      linear_combination
        (-(configSign e σ * configSign e (flipSpin j (flipSpin i σ)))) *
          configSign_sq he (flipSpin i σ) +
        configSign e (flipSpin i σ) * configSign e (flipSpin j (flipSpin i σ)) *
          configSign_flip he i σ + e i * configSign_flip he j (flipSpin i σ)
    have hhalf : 0 ≤ e i * e j * c / 2 := by linarith
    rw [hs]
    convert Complex.zero_le_real.mpr hhalf using 1
    push_cast
    ring
  · simp

/-- Let `e = ±1` with `e i * e j * J i j ≤ 0` on all pairs. For `β ≥ 0` and `i ≠ j`, the trace
of `exp (-β H) (SxSx + SySy)` times `e i * e j` is real and nonnegative. -/
theorem transverse_trace_sign {e : Fin N → ℝ} (he : ∀ k, e k ^ 2 = 1)
    {J : Fin N → Fin N → ℝ} (hJ : ∀ i j, i < j → e i * e j * J i j ≤ 0)
    (V : Config N → ℝ) {β : ℝ} (hβ : 0 ≤ β) {i j : Fin N} (hij : i ≠ j) :
    0 ≤ ((e i * e j : ℝ) : ℂ) *
      trace (NormedSpace.exp (-(β : ℂ) • hamiltonian J V) * exchange i j) := by
  have hK : SignedNonneg (configSign e)
      (-(β : ℂ) • ∑ i, ∑ j ∈ Finset.Ioi i, (J i j : ℂ) • exchange i j) := by
    intro σ τ
    simp only [Finset.smul_sum, smul_smul, Matrix.sum_apply, Finset.mul_sum]
    refine Finset.sum_nonneg fun k _ => Finset.sum_nonneg fun l hl => ?_
    have hlt : k < l := Finset.mem_Ioi.mp hl
    have hc : 0 ≤ e k * e l * (-β * J k l) := by
      nlinarith [mul_nonneg hβ (neg_nonneg.mpr (hJ k l hlt))]
    simpa only [Complex.ofReal_mul, Complex.ofReal_neg] using
      exchange_signedNonneg he hlt.ne hc σ τ
  have hH : -(β : ℂ) • hamiltonian J V =
      -(β : ℂ) • (∑ i, ∑ j ∈ Finset.Ioi i, (J i j : ℂ) • exchange i j) +
        diagonal fun σ => ((-β * V σ : ℝ) : ℂ) := by
    rw [hamiltonian, smul_add]
    congr 1
    ext σ τ
    by_cases h : σ = τ
    · subst h
      simp
    · simp [h]
  have hP := (hK.exp_add_diagonal (configSign_sq he) fun σ => -β * V σ).mul (configSign_sq he)
    (exchange_signedNonneg he hij (mul_self_nonneg (e i * e j)))
  rw [hH, ← smul_eq_mul, ← Matrix.trace_smul, ← Matrix.mul_smul]
  -- the signs cancel on the diagonal
  refine Finset.sum_nonneg fun σ _ => ?_
  have h := hP σ σ
  rw [← sq, configSign_sq he, Complex.ofReal_one, one_mul] at h
  exact h

/-- In the open chain with nearest-neighbour transverse coupling `g ≥ 0` and any real diagonal
part, `Tr[exp (-β H) (SxSx + SySy)]` for `β ≥ 0` and sites `i ≠ j` has the staggered sign
`(-1)^(i+j)` or vanishes. -/
theorem antiferromagnetic_chain {g β : ℝ} (hg : 0 ≤ g) (hβ : 0 ≤ β)
    (V : Config N → ℝ) {i j : Fin N} (hij : i ≠ j) :
    0 ≤ (((-1) ^ ((i : ℕ) + (j : ℕ)) : ℝ) : ℂ) * trace (NormedSpace.exp (-(β : ℂ) •
      hamiltonian (fun k l => if (l : ℕ) = (k : ℕ) + 1 then g else 0) V) * exchange i j) := by
  have he : ∀ k : Fin N, ((-1 : ℝ) ^ (k : ℕ)) ^ 2 = 1 := fun k => by
    rw [← pow_mul, mul_comm, pow_mul]
    norm_num
  rw [pow_add]
  refine transverse_trace_sign (e := fun k : Fin N => (-1 : ℝ) ^ (k : ℕ)) he ?_ V hβ hij
  intro k l _
  split_ifs with h
  · rw [h, pow_succ]
    have : (-1 : ℝ) ^ (k : ℕ) * ((-1) ^ (k : ℕ) * -1) * g = -g := by
      linear_combination (-g) * he k
    linarith
  · simp

end

end TransverseCorrelationSigns
```

```lean
#print axioms TransverseCorrelationSigns.exchange_signedNonneg
#print axioms TransverseCorrelationSigns.antiferromagnetic_chain
```

```
'TransverseCorrelationSigns.exchange_signedNonneg' depends on axioms: [propext, Classical.choice, Quot.sound]
'TransverseCorrelationSigns.antiferromagnetic_chain' depends on axioms: [propext, Classical.choice, Quot.sound]
```

## The sign rule and its condition

In a magnet whose sites fall into two sublattices, with antiferromagnetic exchange only between sites of different sublattices, the exchange favours opposite transverse alignment between the sublattices and equal alignment within each. The question is whether thermal fluctuations, or further terms in the energy, can reverse this pattern for some pair of sites. Write

$$X_{ij}=S^x_iS^x_j+S^y_iS^y_j,\qquad H=\sum_{i<j}J_{ij}X_{ij}+V,$$

where $V$ is any real matrix diagonal in the $S^z$ basis. The theorem `transverse_trace_sign` states that, if $e_ie_jJ_{ij}\le0$ for all $i<j$, then

$$e_ie_j\,\mathrm{Tr}\!\left[e^{-\beta H}X_{ij}\right]\ge 0\qquad(\beta\ge0,\ i\ne j).$$

The sites $i$ and $j$ in the trace need not be coupled directly. The correlation may vanish, as it does at $\beta=0$, but it cannot have the wrong sign.

The condition on the signs says that the transverse couplings are unfrustrated. A positive $J_{ij}$ requires opposite signs on its two sites, and a negative one requires equal signs. On a triangle with three positive couplings no choice works: the product of $e_0e_1$, $e_1e_2$ and $e_0e_2$ is $1$, while three negative factors would give $-1$. The diagonal part is free of any such condition. It may contain $S^zS^z$ couplings of either sign, frustrated or not, and random fields along $z$. The Heisenberg antiferromagnet on a finite bipartite cluster is therefore included.

The theorem `antiferromagnetic_chain` takes an open chain with nearest-neighbour coupling $g\ge0$ and $e_k=(-1)^k$. The condition holds because $e_ke_{k+1}g=-g$, and the trace has the staggered sign $(-1)^{i+j}$ or vanishes.

## Spins, signs and traces in Lean

A `Config N` assigns `true` (up) or `false` (down) to each of the sites $0,\dots,N-1$. The matrices `spinX` and `spinY` are the usual spin operators with $\hbar=1$, and `exchange` is built from their products. The name `exchange` refers to the transverse part $X_{ij}$ alone, not to the full Heisenberg term. In `hamiltonian` each pair is counted once, through `Finset.Ioi i`, and positive `J` is antiferromagnetic.

The site signs are real numbers with `e k ^ 2 = 1`. With the order on $\mathbb C$ used here, `0 ≤ z` means that $z$ is real and nonnegative, so the theorem also says that the trace is real.

The trace is not normalised. Since $H$ is Hermitian, $Z=\mathrm{Tr}\,e^{-\beta H}$ is positive, and the thermal average $\langle X_{ij}\rangle=\mathrm{Tr}[e^{-\beta H}X_{ij}]/Z$ has the same sign; this division is an addition to what Lean verifies. For the two spins above, $Z=2+2\cosh(\beta J/2)$ and $\langle X_{01}\rangle=-\tfrac12\tanh(\beta J/4)$.

The system is finite, and the model has no transverse field and no Dzyaloshinskii–Moriya term. That a given material is described by such a Hamiltonian is a physical judgement which the hypotheses don't supply.

For path-integral Monte Carlo on these finite, unfrustrated spin-1/2 systems, the same sign change shows that the world-line weights in the $S^z$ basis are nonnegative, since the signs cancel around every closed world-line configuration. Sampling therefore has no sign problem.

## From one spin exchange to the thermal trace

**The exchange matrix.** Both $S^x_iS^x_j$ and $S^y_iS^y_j$ reverse the two spins. The first has amplitude $\tfrac14$. The second has amplitude $(\mp\tfrac{i}{2})(\mp\tfrac{i}{2})=-\tfrac14$ for parallel spins and $(\mp\tfrac{i}{2})(\pm\tfrac{i}{2})=\tfrac14$ for antiparallel ones, where $i$ inside the brackets is the imaginary unit. Hence $X_{ij}$ annihilates parallel spins and exchanges antiparallel ones with amplitude $\tfrac12$. The lemma `exchange_apply` obtains this by checking the four values of the two spins, using $i^2=-1$.

**The sign of a configuration.** Let $s(\sigma)$ be the product of $e_k$ over the up spins of $\sigma$; this is `configSign`. Since each $e_k^2=1$, also $s(\sigma)^2=1$ (`configSign_sq`). Let $\sigma'$ be $\sigma$ with spin $i$ reversed. In $s(\sigma)s(\sigma')$ every other site contributes $1$, and site $i$ contributes $e_i$ exactly once, so the product is $e_i$ (`configSign_flip`). Reversing spin $j$ as well gives $\sigma''$, and

$$s(\sigma)s(\sigma'')=\big[s(\sigma)s(\sigma')\big]\big[s(\sigma')s(\sigma'')\big]=e_ie_j.$$

Call a matrix $A$ sign-nonnegative if $s(\sigma)s(\tau)A_{\sigma\tau}\ge0$ for all $\sigma,\tau$; this is `SignedNonneg`. The nonzero elements of $cX_{ij}$ become $e_ie_jc/2$ after the sign change, so $cX_{ij}$ is sign-nonnegative whenever $e_ie_jc\ge0$. This is `exchange_signedNonneg`, and it is used twice: with $c=-\beta J_{ij}$ for the Hamiltonian, and with $c=e_ie_j$ for the observable.

**Products and exponentials.** If $A$ and $B$ are sign-nonnegative, then so is $AB$, because $s(\rho)^2=1$ gives

$$s(\sigma)s(\tau)(AB)_{\sigma\tau}=\sum_\rho\big[s(\sigma)s(\rho)A_{\sigma\rho}\big]\big[s(\rho)s(\tau)B_{\rho\tau}\big]\ge0.$$

The identity is sign-nonnegative, hence by induction so is every power $M^n$ of a sign-nonnegative $M$, and so is $e^M=\sum_n M^n/n!$. In `SignedNonneg.exp` the map `g` reads one signed matrix element off this series. Its terms are nonnegative, and the sum inherits this through its real and imaginary parts separately.

**The diagonal part.** Let $K=-\beta\sum_{i<j}J_{ij}X_{ij}$, which is sign-nonnegative as a sum of such terms. The diagonal matrix $-\beta V$ may have negative entries, so choose a real constant $c$ that makes all entries of $-\beta V+c$ nonnegative. Diagonal entries are multiplied by $s(\sigma)^2=1$, so $M=K-\beta V+c$ is sign-nonnegative. A multiple of the identity commutes with everything, which gives

$$e^{-\beta H}=e^{K-\beta V}=e^{-c}e^{M}.$$

The factor $e^{-c}$ is positive, and therefore $e^{-\beta H}$ is sign-nonnegative. The lemma `SignedNonneg.exp_add_diagonal` carries this out for a general diagonal `v`, with $c=\sum_\sigma|v(\sigma)|$.

**The trace.** The product $P=e^{-\beta H}\,(e_ie_jX_{ij})$ is sign-nonnegative. On its diagonal the signs cancel, $P_{\sigma\sigma}=s(\sigma)^2P_{\sigma\sigma}\ge0$, and summing over $\sigma$ gives

$$e_ie_j\,\mathrm{Tr}\!\left[e^{-\beta H}X_{ij}\right]=\sum_\sigma P_{\sigma\sigma}\ge0.$$

In `transverse_trace_sign`, `hK` is the statement about $K$, `hH` splits $-\beta H$ into $K$ and its diagonal part, and `hP` is the statement about $P$. The final lines move $e_ie_j$ inside the trace and add up the diagonal elements.
